# A sharp coupling bound for positive definite open chains

Let $H$ be a real symmetric tridiagonal matrix with $n\ge2$ sites, diagonal entries $a_0,\dots,a_{n-1}>0$ and couplings $b_0,\dots,b_{n-2}$, and let $\theta=\pi/(n+1)$. If
$$4b_k^2\cos^2\theta<a_ka_{k+1}$$
on every bond, $H$ is positive definite. If equality holds on every bond, $\det H=0$, so the constant in the bound is the best possible for each $n$.

For normalised orbitals on a finite open chain with the same real overlap $S$ between nearest neighbours and none beyond, the bound guarantees a positive definite overlap matrix when $|S|<1/(2\cos\theta)$.

In Lean 4 with Mathlib:

```lean
import Mathlib

open Matrix Finset

namespace SharpChainStability

noncomputable section
```

## The chain and its standing wave

`chain n a b` is $H$, with rows and columns indexed by `Fin n`, that is, from $0$ to $n-1$. The data `a` and `b` are functions on all natural numbers, but only entries belonging to the chain enter the matrix. The ends are open, and there are no couplings beyond nearest neighbours.

```lean
/-- The open chain with on-site terms `a k` and nearest-neighbour couplings `b k`
between sites `k` and `k + 1`. -/
def chain (n : ℕ) (a b : ℕ → ℝ) : Matrix (Fin n) (Fin n) ℝ :=
  Matrix.of fun i j => (if (i : ℕ) = j then a i else 0) +
    (if (i : ℕ) + 1 = j then b i else 0) + (if (j : ℕ) + 1 = i then b j else 0)
```

The critical coupling is set by $\cos\theta$, called `edgeCos n`.

```lean
/-- The cosine of `π / (n + 1)`. -/
def edgeCos (n : ℕ) : ℝ := Real.cos (Real.pi / (n + 1))
```

The comparison profile is $s_k=\sin((k+1)\theta)$.

```lean
/-- The standing wave `sin ((k + 1) π / (n + 1))` on sites counted from zero. -/
def wave (n k : ℕ) : ℝ := Real.sin (((k : ℝ) + 1) * (Real.pi / (n + 1)))
```

When $H$ acts on a profile $V$, site $k+1$ receives $b_kV_k$ from its left neighbour, and site $0$ receives nothing.

```lean
/-- The amplitude reaching a site from its left neighbour; the first site has none. -/
def fromLeft (b V : ℕ → ℝ) : ℕ → ℝ
  | 0 => 0
  | k + 1 => b k * V k
```

For the critical case we also need the factors $A_k=\prod_{j<k}\bigl(-a_j/(2b_j\cos\theta)\bigr)$, with $A_0=1$.

```lean
/-- The product of the factors `-a j / (2 cos(π/(n+1)) b j)` over the bonds `j < k`. -/
def amplitude (n : ℕ) (a b : ℕ → ℝ) (k : ℕ) : ℝ :=
  ∏ j ∈ range k, (-a j / (2 * edgeCos n * b j))
```

Since $n\ge2$, we have $0<\theta\le\pi/3$, hence $\cos\theta>0$.

```lean
variable {n : ℕ} {a b : ℕ → ℝ}

lemma edgeCos_pos (hn : 2 ≤ n) : 0 < edgeCos n := by
  have h2 : (2 : ℝ) ≤ n := by exact_mod_cast hn
  have hp := Real.pi_pos
  have hq : 0 < Real.pi / ((n : ℝ) + 1) := by positivity
  refine Real.cos_pos_of_mem_Ioo ⟨by linarith, ?_⟩
  rw [div_lt_div_iff₀ (by positivity) (by positivity)]
  nlinarith
```

For $k<n$ the angle $(k+1)\theta$ lies strictly between $0$ and $\pi$, so $s_k>0$.

```lean
lemma wave_pos {k : ℕ} (h : k < n) : 0 < wave n k := by
  have hk : (k : ℝ) < n := by exact_mod_cast h
  have hp := Real.pi_pos
  refine Real.sin_pos_of_pos_of_lt_pi (by positivity) ?_
  rw [← mul_div_assoc, div_lt_iff₀ (by positivity)]
  nlinarith
```

One step beyond the chain the angle is $\pi$, so $s_n=0$.

```lean
lemma wave_end (n : ℕ) : wave n n = 0 := by
  have e : ((n : ℝ) + 1) * (Real.pi / (n + 1)) = Real.pi := by field_simp
  rw [wave, e, Real.sin_pi]
```

At the left end, the double-angle formula gives $s_1=2\cos\theta\,s_0$.

```lean
lemma wave_one (n : ℕ) : wave n 1 = 2 * edgeCos n * wave n 0 := by
  have e : (((1 : ℕ) : ℝ) + 1) * (Real.pi / (n + 1)) = 2 * (Real.pi / (n + 1)) := by
    push_cast; ring
  have e0 : (((0 : ℕ) : ℝ) + 1) * (Real.pi / (n + 1)) = Real.pi / (n + 1) := by
    push_cast; ring
  unfold wave edgeCos
  rw [e, e0, Real.sin_two_mul]
  ring
```

Elsewhere, adding $\sin(\alpha+\theta)$ and $\sin(\alpha-\theta)$ gives $s_{k+2}+s_k=2\cos\theta\,s_{k+1}$.

```lean
/-- The standing wave obeys the three-term recursion of a uniform chain. -/
theorem wave_rec (n k : ℕ) :
    wave n (k + 1 + 1) + wave n k = 2 * edgeCos n * wave n (k + 1) := by
  have e1 : (((k + 1 + 1 : ℕ) : ℝ) + 1) * (Real.pi / (n + 1)) =
      (((k + 1 : ℕ) : ℝ) + 1) * (Real.pi / (n + 1)) + Real.pi / (n + 1) := by
    push_cast; ring
  have e2 : ((k : ℝ) + 1) * (Real.pi / (n + 1)) =
      (((k + 1 : ℕ) : ℝ) + 1) * (Real.pi / (n + 1)) - Real.pi / (n + 1) := by
    push_cast; ring
  unfold wave edgeCos
  rw [e1, e2, Real.sin_add, Real.sin_sub]
  ring
```

## The energy as a sum over bonds

Extend a vector to a profile with $V_n=0$. Then
$$(HV)_i=a_iV_i+b_iV_{i+1}+b_{i-1}V_{i-1},$$
where the last term is absent at $i=0$. The condition $V_n=0$ removes the spurious right neighbour of the last site.

```lean
lemma chain_mulVec (a b V : ℕ → ℝ) (hV : V n = 0) (i : Fin n) :
    (chain n a b *ᵥ fun j : Fin n => V j) i =
      a i * V i + b i * V (i + 1) + fromLeft b V i := by
  obtain ⟨i, hi⟩ := i
  have h : (chain n a b *ᵥ fun j : Fin n => V j) ⟨i, hi⟩ =
      ∑ j ∈ range n, ((if i = j then a i else 0) + (if i + 1 = j then b i else 0) +
        (if j + 1 = i then b j else 0)) * V j := by
    rw [Finset.sum_range]; rfl
  have h1 : ∑ j ∈ range n, (if i = j then a i * V j else 0) = a i * V i := by
    rw [Finset.sum_ite_eq, if_pos (mem_range.2 hi)]
  have h2 : ∑ j ∈ range n, (if i + 1 = j then b i * V j else 0) = b i * V (i + 1) := by
    rw [Finset.sum_ite_eq]
    split_ifs with hin
    · rfl
    · rw [mem_range] at hin
      have e : i + 1 = n := by omega
      rw [e, hV, mul_zero]
  have h3 : ∑ j ∈ range n, (if j + 1 = i then b j * V j else 0) = fromLeft b V i := by
    clear h h1 h2
    cases i with
    | zero => simp [fromLeft]
    | succ k =>
      rw [Finset.sum_eq_single k]
      · simp [fromLeft]
      · intro j _ hj
        exact if_neg (by omega)
      · intro hk
        exact absurd (mem_range.2 (by omega)) hk
  rw [h]
  simp only [add_mul, ite_mul, zero_mul, Finset.sum_add_distrib]
  rw [h1, h2, h3]
```

Multiplying by $V_i$ and summing counts each bond twice, so the energy $V^{\mathsf T}HV$ is
$$E=\sum_{k<n}\bigl(a_kV_k^2+2b_kV_kV_{k+1}\bigr).$$

```lean
/-- The energy of a profile vanishing beyond the chain is the sum of its on-site
and bond energies. -/
theorem chain_energy (a b V : ℕ → ℝ) (hV : V n = 0) :
    (fun j : Fin n => V j) ⬝ᵥ (chain n a b *ᵥ fun j : Fin n => V j) =
      ∑ k ∈ range n, (a k * V k ^ 2 + 2 * b k * V k * V (k + 1)) := by
  have h : (fun j : Fin n => V j) ⬝ᵥ (chain n a b *ᵥ fun j : Fin n => V j) =
      ∑ k ∈ range n, V k * (a k * V k + b k * V (k + 1) + fromLeft b V k) := by
    rw [Finset.sum_range]
    simp only [dotProduct, chain_mulVec a b V hV]
  have h' : ∑ k ∈ range n, V k * fromLeft b V k =
      ∑ k ∈ range n, b k * V k * V (k + 1) := by
    clear h
    cases n with
    | zero => simp
    | succ m =>
      rw [Finset.sum_range_succ', Finset.sum_range_succ, hV]
      simp only [fromLeft, mul_zero, add_zero]
      exact Finset.sum_congr rfl fun k _ => by ring
  have hs : ∑ k ∈ range n, V k * (a k * V k + b k * V (k + 1) + fromLeft b V k) =
      ∑ k ∈ range n, V k * (a k * V k + b k * V (k + 1)) +
        ∑ k ∈ range n, V k * fromLeft b V k := by
    rw [← Finset.sum_add_distrib]
    exact Finset.sum_congr rfl fun k _ => by ring
  rw [h, hs, h', ← Finset.sum_add_distrib]
  exact Finset.sum_congr rfl fun k _ => by ring
```

Every vector has such an extension: set it to zero outside the chain.

```lean
lemma exists_profile (x : Fin n → ℝ) :
    ∃ V : ℕ → ℝ, V n = 0 ∧ x = fun j : Fin n => V j :=
  ⟨fun k => if h : k < n then x ⟨k, h⟩ else 0, by simp, by ext j; simp⟩
```

For a single bond with $p>0$ and $c^2<pq$, completing the square gives
$$p(px^2+2cxy+qy^2)=(px+cy)^2+(pq-c^2)y^2.$$
The two-site energy is therefore non-negative. If $x\ne0$ it is positive: for $y\ne0$ the last term is positive, and for $y=0$ the energy is $px^2$.

```lean
lemma two_site {p q c : ℝ} (hp : 0 < p) (h : c ^ 2 < p * q) (x y : ℝ) :
    0 ≤ p * x ^ 2 + 2 * c * x * y + q * y ^ 2 ∧
      (x ≠ 0 → 0 < p * x ^ 2 + 2 * c * x * y + q * y ^ 2) := by
  have e : p * (p * x ^ 2 + 2 * c * x * y + q * y ^ 2) =
      (p * x + c * y) ^ 2 + (p * q - c ^ 2) * y ^ 2 := by ring
  have hd : 0 < p * q - c ^ 2 := by linarith
  constructor
  · refine (mul_nonneg_iff_of_pos_left hp).1 ?_
    rw [e]; positivity
  · intro hx
    by_cases hy : y = 0
    · have : 0 < p * x ^ 2 := by positivity
      rw [hy]; linarith
    · refine (mul_pos_iff_of_pos_left hp).1 ?_
      rw [e]; positivity
```

Now give a fraction $r_k$ of $a_k$ to the bond on its right and $1-r_k$ to the bond on its left, with $r_0=1$. Adding the bonds $k<m$ gives
$$\sum_{k<m}\bigl(a_kV_k^2+2b_kV_kV_{k+1}\bigr)+(1-r_m)a_mV_m^2.$$
If every bond satisfies the two-site condition, induction on $m$ shows that this is non-negative, and positive if some $V_k$ with $k<m$ is nonzero.

```lean
/-- Give a fraction `r k` of each on-site term to the bond on its right and the rest to the bond on
its left, with `r 0 = 1`. If every bond satisfies the two-site condition, the total energy of the
bonds before site `m` is non-negative, and positive if a site before `m` is occupied. -/
theorem partial_energy {r V : ℕ → ℝ} (h0 : r 0 = 1)
    (ha : ∀ k, k + 1 < n → 0 < r k * a k)
    (hb : ∀ k, k + 1 < n → b k ^ 2 < (r k * a k) * ((1 - r (k + 1)) * a (k + 1)))
    (m : ℕ) (hm : m < n) :
    0 ≤ ∑ k ∈ range m, (a k * V k ^ 2 + 2 * b k * V k * V (k + 1)) +
        (1 - r m) * a m * V m ^ 2 ∧
      ((∃ k < m, V k ≠ 0) →
        0 < ∑ k ∈ range m, (a k * V k ^ 2 + 2 * b k * V k * V (k + 1)) +
          (1 - r m) * a m * V m ^ 2) := by
  induction m with
  | zero => simp [h0]
  | succ m ih =>
    obtain ⟨i1, i2⟩ := ih (by omega)
    obtain ⟨t1, t2⟩ := two_site (ha m hm) (hb m hm) (V m) (V (m + 1))
    rw [Finset.sum_range_succ]
    refine ⟨by linarith, ?_⟩
    rintro ⟨k, hk, hVk⟩
    by_cases h : V m = 0
    · have hkm : k < m := lt_of_le_of_ne (by omega) (by rintro rfl; exact hVk h)
      have := i2 ⟨k, hkm, hVk⟩
      linarith
    · have := t2 h
      linarith
```

## Stability below the critical coupling

Choose $r_k=s_{k+1}/(2\cos\theta\,s_k)$. Then $r_0=1$, and the recursion gives $1-r_{k+1}=s_k/(2\cos\theta\,s_{k+1})$. Hence
$$r_ka_k(1-r_{k+1})a_{k+1}=\frac{a_ka_{k+1}}{4\cos^2\theta}>b_k^2.$$
Since $s_n=0$, also $r_{n-1}=0$, so the partial energy at $m=n-1$ is all of $E$. It is positive if an earlier site is occupied; otherwise $E=a_{n-1}V_{n-1}^2>0$.

```lean
/-- For `n ≥ 2` sites with positive on-site terms and every bond below the critical coupling, every
nonzero vector has positive energy. -/
theorem chain_energy_pos (hn : 2 ≤ n) (ha : ∀ k < n, 0 < a k)
    (hb : ∀ k, k + 1 < n → 4 * b k ^ 2 * edgeCos n ^ 2 < a k * a (k + 1))
    (x : Fin n → ℝ) (hx : x ≠ 0) : 0 < x ⬝ᵥ (chain n a b *ᵥ x) := by
  obtain ⟨V, hV, rfl⟩ := exists_profile x
  rw [chain_energy a b V hV]
  obtain ⟨m, hm⟩ : ∃ m, n = m + 1 := ⟨n - 1, by omega⟩
  have hc := edgeCos_pos hn
  -- the standing wave dictates how each on-site term is shared between its bonds
  have key := partial_energy (n := n) (a := a) (b := b) (V := V)
    (r := fun k => wave n (k + 1) / (2 * edgeCos n * wave n k))
    (by
      have w0 : 0 < wave n 0 := wave_pos (by omega)
      simp only [zero_add, wave_one]
      exact div_self (mul_pos (mul_pos two_pos hc) w0).ne')
    (by
      intro k hk
      have w0 : 0 < wave n k := wave_pos (by omega)
      have w1 : 0 < wave n (k + 1) := wave_pos hk
      have := ha k (by omega)
      positivity)
    (by
      intro k hk
      have w0 : wave n k ≠ 0 := (wave_pos (by omega)).ne'
      have w1 : wave n (k + 1) ≠ 0 := (wave_pos hk).ne'
      have hc' := hc.ne'
      have e : (wave n (k + 1) / (2 * edgeCos n * wave n k) * a k) *
          ((1 - wave n (k + 1 + 1) / (2 * edgeCos n * wave n (k + 1))) * a (k + 1)) =
          a k * a (k + 1) / (4 * edgeCos n ^ 2) := by
        have e2 : wave n (k + 1 + 1) = 2 * edgeCos n * wave n (k + 1) - wave n k := by
          linarith [wave_rec n k]
        rw [e2]
        field_simp
        ring
      show b k ^ 2 < (wave n (k + 1) / (2 * edgeCos n * wave n k) * a k) *
          ((1 - wave n (k + 1 + 1) / (2 * edgeCos n * wave n (k + 1))) * a (k + 1))
      rw [e, lt_div_iff₀ (by positivity)]
      linarith [hb k hk])
    m (by omega)
  have hr : wave n (m + 1) = 0 := by rw [← hm]; exact wave_end n
  have hVm : V (m + 1) = 0 := by rw [← hm]; exact hV
  simp only [hr, zero_div, sub_zero, one_mul] at key
  rw [hm, Finset.sum_range_succ, hVm]
  by_cases hk : ∃ k < m, V k ≠ 0
  · have := key.2 hk
    linarith
  · -- only the last site is occupied
    have hz : ∀ k < m, V k = 0 := fun k h => by
      by_contra h'
      exact hk ⟨k, h, h'⟩
    obtain ⟨j, hj⟩ := Function.ne_iff.1 hx
    have hj' : V j ≠ 0 := hj
    have hjm : (j : ℕ) = m := by
      by_contra h
      exact hj' (hz j (by have := j.2; omega))
    rw [hjm] at hj'
    have hs : ∑ k ∈ range m, (a k * V k ^ 2 + 2 * b k * V k * V (k + 1)) = 0 :=
      Finset.sum_eq_zero fun k h => by rw [hz k (mem_range.1 h)]; ring
    have ham := ha m (by omega)
    have : 0 < a m * V m ^ 2 := by positivity
    rw [hs]
    linarith
```

Symmetry of $H$ and positive energy for every nonzero vector together make up `PosDef`.

```lean
/-- A chain of `n ≥ 2` sites with positive on-site terms and `4 b_k² cos²(π/(n+1)) < a_k a_(k+1)` on
every bond is positive definite. -/
theorem chain_posDef (hn : 2 ≤ n) (ha : ∀ k < n, 0 < a k)
    (hb : ∀ k, k + 1 < n → 4 * b k ^ 2 * edgeCos n ^ 2 < a k * a (k + 1)) :
    (chain n a b).PosDef := by
  refine Matrix.posDef_iff_dotProduct_mulVec.2 ⟨?_, ?_⟩
  · refine Matrix.IsHermitian.ext fun i j => ?_
    simp only [chain, Matrix.of_apply, star_trivial]
    rcases eq_or_ne i j with rfl | h
    · ring
    · have h1 : (i : ℕ) ≠ j := fun e => h (Fin.ext e)
      rw [if_neg h1, if_neg h1.symm]
      ring
  · intro x hx
    rw [star_trivial]
    exact chain_energy_pos hn ha hb x hx
```

## The critical coupling

Suppose only $4b_k^2\cos^2\theta\le a_ka_{k+1}$. Write $E=D+O$, with on-site part $D$ and bond part $O$. Scaling all couplings by $0\le t<1$ restores the strict inequality, so $D+tO>0$ for a nonzero vector. If $D+O<0$, then $t=D/(-O)$ would lie between $0$ and $1$ and give $D+tO=0$, a contradiction. Thus $E\ge0$, including when only some bonds are critical.

```lean
/-- For `n ≥ 2` sites with positive on-site terms and no bond above the critical coupling, no vector
has negative energy. -/
theorem chain_energy_nonneg (hn : 2 ≤ n) (ha : ∀ k < n, 0 < a k)
    (hb : ∀ k, k + 1 < n → 4 * b k ^ 2 * edgeCos n ^ 2 ≤ a k * a (k + 1))
    (x : Fin n → ℝ) : 0 ≤ x ⬝ᵥ (chain n a b *ᵥ x) := by
  by_cases hx : x = 0
  · simp [hx]
  obtain ⟨V, hV, rfl⟩ := exists_profile x
  rw [chain_energy a b V hV, Finset.sum_add_distrib]
  -- weaken all couplings by a common factor t < 1
  have key : ∀ t : ℝ, 0 ≤ t → t < 1 → 0 < ∑ k ∈ range n, a k * V k ^ 2 +
      t * ∑ k ∈ range n, 2 * b k * V k * V (k + 1) := by
    intro t ht ht1
    have h := chain_energy_pos (b := fun k => t * b k) hn ha (by
      intro k hk
      have p := mul_pos (ha k (by omega)) (ha (k + 1) hk)
      have t2 : t ^ 2 < 1 := by nlinarith
      have h1 := mul_le_mul_of_nonneg_left (hb k hk) (sq_nonneg t)
      have h2 := mul_lt_mul_of_pos_right t2 p
      nlinarith [h1, h2]) _ hx
    rw [chain_energy a _ V hV] at h
    rw [Finset.mul_sum, ← Finset.sum_add_distrib]
    refine lt_of_lt_of_eq h (Finset.sum_congr rfl fun k _ => by ring)
  generalize ∑ k ∈ range n, a k * V k ^ 2 = D at key ⊢
  generalize ∑ k ∈ range n, 2 * b k * V k * V (k + 1) = O at key ⊢
  by_contra hneg
  have hlt : D + O < 0 := not_le.1 hneg
  have hD : 0 < D := by
    have := key 0 le_rfl one_pos
    linarith
  have hO : 0 < -O := by linarith
  have h := key (D / (-O)) (by positivity) ((div_lt_one hO).2 (by linarith))
  have hO' : O ≠ 0 := by linarith [hO] |> fun (h : O < 0) => h.ne
  rw [div_neg, neg_mul, div_mul_cancel₀ _ hO'] at h
  linarith
```

With equality on every bond, all $b_k$ are nonzero. Put $V_k=A_ks_k$. The definition of $A_k$ and the equality give
$$b_kV_{k+1}=-\frac{a_kA_ks_{k+1}}{2\cos\theta},\qquad b_kV_k=-\frac{a_{k+1}A_{k+1}s_k}{2\cos\theta}.$$
At site $k+1$ the sum is
$$a_{k+1}A_{k+1}\left(s_{k+1}-\frac{s_{k+2}+s_k}{2\cos\theta}\right)=0.$$
Site $0$ vanishes by $s_1=2\cos\theta\,s_0$, and at the last site $s_n=0$ removes the right neighbour.

```lean
/-- For `n ≥ 2` sites with positive on-site terms and every bond at the critical coupling, the
standing wave multiplied by `amplitude` is annihilated by the chain. -/
theorem chain_zero_mode (hn : 2 ≤ n) (ha : ∀ k < n, 0 < a k)
    (hb : ∀ k, k + 1 < n → 4 * b k ^ 2 * edgeCos n ^ 2 = a k * a (k + 1)) :
    (chain n a b *ᵥ fun j : Fin n => amplitude n a b j * wave n j) = 0 := by
  have hc := (edgeCos_pos hn).ne'
  have hc2 : 2 * edgeCos n ≠ 0 := mul_ne_zero two_ne_zero hc
  have hb0 : ∀ k, k + 1 < n → b k ≠ 0 := by
    intro k hk h
    have e := hb k hk
    have p := mul_pos (ha k (by omega)) (ha (k + 1) hk)
    rw [h] at e
    nlinarith
  -- contribution of the right neighbour
  have right : ∀ k < n, b k * (amplitude n a b (k + 1) * wave n (k + 1)) =
      -a k * amplitude n a b k * wave n (k + 1) / (2 * edgeCos n) := by
    intro k hk
    by_cases h : k + 1 < n
    · have hbk := hb0 k h
      have q : b k * (-a k / (2 * edgeCos n * b k)) = -a k / (2 * edgeCos n) := by
        field_simp
      have s : amplitude n a b (k + 1) =
          amplitude n a b k * (-a k / (2 * edgeCos n * b k)) := Finset.prod_range_succ _ _
      rw [s]
      linear_combination (amplitude n a b k * wave n (k + 1)) * q
    · have e : k + 1 = n := by omega
      have w : wave n (k + 1) = 0 := by rw [e]; exact wave_end n
      rw [w]; simp
  -- contribution of the left neighbour
  have left : ∀ k, k + 1 < n → b k * (amplitude n a b k * wave n k) =
      -a (k + 1) * amplitude n a b (k + 1) * wave n k / (2 * edgeCos n) := by
    intro k hk
    have q : a (k + 1) * (a k / (2 * edgeCos n * b k)) = 2 * edgeCos n * b k := by
      rw [← mul_div_assoc, div_eq_iff (mul_ne_zero hc2 (hb0 k hk))]
      linarith [hb k hk]
    have s : amplitude n a b (k + 1) =
        amplitude n a b k * (-a k / (2 * edgeCos n * b k)) := Finset.prod_range_succ _ _
    rw [s, eq_div_iff hc2]
    linear_combination (-(amplitude n a b k * wave n k)) * q
  ext i
  rw [chain_mulVec a b (fun k => amplitude n a b k * wave n k) (by simp [wave_end]) i]
  obtain ⟨i, hi⟩ := i
  cases i with
  | zero =>
    have w : wave n 0 = wave n (0 + 1) / (2 * edgeCos n) := by
      rw [eq_div_iff hc2, zero_add, wave_one]; ring
    have r := right 0 hi
    simp only [fromLeft, Pi.zero_apply]
    linear_combination r + a 0 * amplitude n a b 0 * w
  | succ k =>
    have w : wave n (k + 1) = (wave n (k + 1 + 1) + wave n k) / (2 * edgeCos n) := by
      rw [eq_div_iff hc2, wave_rec]; ring
    have r := right (k + 1) hi
    have l := left k hi
    simp only [fromLeft, Pi.zero_apply]
    linear_combination r + l + a (k + 1) * amplitude n a b (k + 1) * w
```

Because $V_0=\sin\theta\ne0$, this is a nonzero vector annihilated by $H$, and the determinant vanishes.

```lean
/-- A chain of `n ≥ 2` sites with positive on-site terms and `4 b_k² cos²(π/(n+1)) = a_k a_(k+1)` on
every bond has determinant zero. -/
theorem chain_singular (hn : 2 ≤ n) (ha : ∀ k < n, 0 < a k)
    (hb : ∀ k, k + 1 < n → 4 * b k ^ 2 * edgeCos n ^ 2 = a k * a (k + 1)) :
    (chain n a b).det = 0 := by
  refine Matrix.exists_mulVec_eq_zero_iff.1 ⟨_, ?_, chain_zero_mode hn ha hb⟩
  -- the zero mode does not vanish on the first site
  intro h
  have h0 : amplitude n a b 0 * wave n 0 = 0 := congrFun h ⟨0, by omega⟩
  rw [amplitude, Finset.range_zero, Finset.prod_empty, one_mul] at h0
  exact (wave_pos (n := n) (k := 0) (by omega)).ne' h0

end

end SharpChainStability
```

```lean
#print axioms SharpChainStability.chain_posDef
#print axioms SharpChainStability.chain_energy_nonneg
#print axioms SharpChainStability.chain_zero_mode
#print axioms SharpChainStability.chain_singular
```

```
'SharpChainStability.chain_posDef' depends on axioms: [propext, Classical.choice, Quot.sound]
'SharpChainStability.chain_energy_nonneg' depends on axioms: [propext, Classical.choice, Quot.sound]
'SharpChainStability.chain_zero_mode' depends on axioms: [propext, Classical.choice, Quot.sound]
'SharpChainStability.chain_singular' depends on axioms: [propext, Classical.choice, Quot.sound]
```

## Three sites, and a negative diagonal

For $n=3$, $\cos^2\theta=1/2$ and the condition is $2b_k^2<a_ka_{k+1}$. With diagonal $(1,2,4)$, the couplings $(1,2)$ are critical:
$$\begin{pmatrix}1&1&0\\1&2&2\\0&2&4\end{pmatrix}\begin{pmatrix}2\\-2\\1\end{pmatrix}=0.$$
Halving both couplings gives leading minors $1$, $7/4$ and $6$, all positive.

Positivity of the diagonal is needed. For $n=2$, $a_0=a_1=-1$ and $b_0=0$, the bond inequality reads $0<1$, yet $H=-I$ is negative definite.
